# Deflating an unconverged first root lowers the second root by at most the first root's energy error

In a Tamm–Dancoff calculation of excitation energies, a solver may freeze its first eigenvector before it has fully converged and then look for the second root among vectors orthogonal to it. How far can the error left in the first root shift the second?

```lean
import Mathlib

open Module

namespace DeflatedSecondRoot

noncomputable section

variable {E : Type*} [NormedAddCommGroup E] [InnerProductSpace ℂ E]

/-- The energy `⟨w, A w⟩` of a vector `w` (its real part, as a real number). -/
def energy (A : E →ₗ[ℂ] E) (w : E) : ℝ := (inner ℂ w (A w)).re

/-- `L₁ ≤ L₂` are the two lowest eigenvalues of `A`, counted with multiplicity, in an
orthonormal basis of eigenvectors with real eigenvalues `ε`. -/
def HasLowestTwo (A : E →ₗ[ℂ] E) (L₁ L₂ : ℝ) : Prop :=
  ∃ (b : OrthonormalBasis (Fin (finrank ℂ E)) ℂ E) (ε : Fin (finrank ℂ E) → ℝ)
    (i j : Fin (finrank ℂ E)), i ≠ j ∧ (∀ k, A (b k) = (ε k : ℂ) • b k) ∧
      ε i = L₁ ∧ ε j = L₂ ∧ L₁ ≤ L₂ ∧ ∀ k, k ≠ i → L₂ ≤ ε k

/-- `u₁` and `u₂` are orthonormal eigenvectors of `A` with eigenvalues `L₁` and `L₂`. -/
structure IsEigenpair (A : E →ₗ[ℂ] E) (L₁ L₂ : ℝ) (u₁ u₂ : E) : Prop where
  norm₁ : ‖u₁‖ = 1
  norm₂ : ‖u₂‖ = 1
  orth : inner ℂ u₁ u₂ = 0
  eig₁ : A u₁ = (L₁ : ℂ) • u₁
  eig₂ : A u₂ = (L₂ : ℂ) • u₂

/-- The energies of all unit vectors orthogonal to the deflated vector `v`. -/
def deflatedEnergies (A : E →ₗ[ℂ] E) (v : E) : Set ℝ :=
  {e | ∃ w, ‖w‖ = 1 ∧ inner ℂ v w = 0 ∧ energy A w = e}

/-- The energy is the sum of the eigenvalues weighted by the squared overlaps with an
orthonormal eigenbasis. -/
theorem energy_eq_sum {ι : Type*} [Fintype ι] (b : OrthonormalBasis ι ℂ E) (ε : ι → ℝ)
    (A : E →ₗ[ℂ] E) (hb : ∀ k, A (b k) = (ε k : ℂ) • b k) (w : E) :
    energy A w = ∑ k, ε k * ‖inner ℂ (b k) w‖ ^ 2 := by
  classical
  have key : ∀ k, inner ℂ (b k) (A w) = (ε k : ℂ) * inner ℂ (b k) w := by
    intro k
    calc inner ℂ (b k) (A w) = inner ℂ (b k) (A (∑ l, inner ℂ (b l) w • b l)) := by
          rw [b.sum_repr' w]
      _ = ∑ l, inner ℂ (b l) w * ((ε l : ℂ) * inner ℂ (b k) (b l)) := by
          simp only [map_sum, map_smul, hb, inner_sum, inner_smul_right]
      _ = (ε k : ℂ) * inner ℂ (b k) w := by
          simp [orthonormal_iff_ite.mp b.orthonormal, mul_comm]
  unfold energy
  rw [← b.sum_inner_mul_inner w (A w), Complex.re_sum]
  refine Finset.sum_congr rfl fun k _ => ?_
  rw [key k, ← inner_conj_symm w (b k), Complex.sq_norm, Complex.normSq_apply]
  simp only [Complex.mul_re, Complex.mul_im, Complex.conj_re, Complex.conj_im,
    Complex.ofReal_re, Complex.ofReal_im]
  ring

/-- The energies of two orthonormal vectors add up to at least the sum of the two lowest
eigenvalues. -/
theorem add_le_energy_add {A : E →ₗ[ℂ] E} {L₁ L₂ : ℝ} (h : HasLowestTwo A L₁ L₂)
    {v w : E} (hv : ‖v‖ = 1) (hw : ‖w‖ = 1) (hvw : inner ℂ v w = 0) :
    L₁ + L₂ ≤ energy A v + energy A w := by
  obtain ⟨b, ε, i, j, -, hb, hi, -, hL, hk⟩ := h
  -- the weights of a unit vector add up to one
  have total : ∀ x : E, ‖x‖ = 1 → ∑ k, ‖inner ℂ (b k) x‖ ^ 2 = 1 := by
    intro x hx
    have h1 := energy_eq_sum b (fun _ => 1) LinearMap.id (by simp) x
    have h2 : energy LinearMap.id x = ‖x‖ ^ 2 := inner_self_eq_norm_sq (𝕜 := ℂ) x
    rw [h2, hx] at h1
    simpa using h1.symm
  -- the combined weight of `v` and `w` on the eigenvector `b i` is at most one
  have bessel : ‖inner ℂ (b i) v‖ ^ 2 + ‖inner ℂ (b i) w‖ ^ 2 ≤ 1 := by
    have hwv : inner ℂ w v = 0 := inner_eq_zero_symm.mp hvw
    have ho : Orthonormal ℂ ![v, w] := by
      constructor
      · intro k
        fin_cases k <;> simp [hv, hw]
      · intro k l hkl
        fin_cases k <;> fin_cases l <;> simp_all
    have h1 := ho.sum_inner_products_le (b i) (s := Finset.univ)
    rw [Fin.sum_univ_two, b.orthonormal.1 i] at h1
    rw [norm_inner_symm (b i) v, norm_inner_symm (b i) w]
    simpa using h1
  have gap : L₁ - L₂ ≤
      ∑ k, (ε k - L₂) * (‖inner ℂ (b k) v‖ ^ 2 + ‖inner ℂ (b k) w‖ ^ 2) := by
    calc L₁ - L₂ = ∑ k, if k = i then L₁ - L₂ else 0 := by simp
      _ ≤ _ := by
        refine Finset.sum_le_sum fun k _ => ?_
        by_cases hki : k = i
        · subst hki
          rw [if_pos rfl, hi]
          nlinarith
        · rw [if_neg hki]
          exact mul_nonneg (sub_nonneg.mpr (hk k hki)) (by positivity)
  simp only [sub_mul, mul_add, Finset.sum_sub_distrib, Finset.sum_add_distrib,
    ← Finset.mul_sum, total v hv, total w hw] at gap
  rw [energy_eq_sum b ε A hb v, energy_eq_sum b ε A hb w]
  linarith

/-- In a superposition of two orthonormal eigenvectors the energy is the weighted sum of
their eigenvalues. -/
theorem energy_superposition {A : E →ₗ[ℂ] E} {L₁ L₂ : ℝ} {u₁ u₂ : E}
    (h : IsEigenpair A L₁ L₂ u₁ u₂) (a c : ℂ) :
    energy A (a • u₁ + c • u₂) = ‖a‖ ^ 2 * L₁ + ‖c‖ ^ 2 * L₂ := by
  have h11 : inner ℂ u₁ u₁ = (1 : ℂ) := by simp [inner_self_eq_norm_sq_to_K, h.norm₁]
  have h22 : inner ℂ u₂ u₂ = (1 : ℂ) := by simp [inner_self_eq_norm_sq_to_K, h.norm₂]
  have h21 : inner ℂ u₂ u₁ = (0 : ℂ) := inner_eq_zero_symm.mp h.orth
  simp only [energy, map_add, map_smul, h.eig₁, h.eig₂, inner_add_left, inner_add_right,
    inner_smul_left, inner_smul_right, h11, h22, h21, h.orth, mul_zero, mul_one,
    add_zero, zero_add, Complex.sq_norm, Complex.normSq_apply, Complex.add_re,
    Complex.mul_re, Complex.mul_im, Complex.conj_re, Complex.conj_im,
    Complex.ofReal_re, Complex.ofReal_im]
  ring

/-- The squared norm of a superposition of two orthonormal eigenvectors is the sum of the
squared moduli of its coefficients. -/
theorem norm_sq_superposition {A : E →ₗ[ℂ] E} {L₁ L₂ : ℝ} {u₁ u₂ : E}
    (h : IsEigenpair A L₁ L₂ u₁ u₂) (a c : ℂ) :
    ‖a • u₁ + c • u₂‖ ^ 2 = ‖a‖ ^ 2 + ‖c‖ ^ 2 := by
  have hid : IsEigenpair LinearMap.id 1 1 u₁ u₂ :=
    ⟨h.norm₁, h.norm₂, h.orth, by simp, by simp⟩
  have h1 := energy_superposition hid a c
  have h2 : energy LinearMap.id (a • u₁ + c • u₂) = ‖a • u₁ + c • u₂‖ ^ 2 :=
    inner_self_eq_norm_sq (𝕜 := ℂ) _
  linarith

/-- For orthonormal eigenvectors with eigenvalues `L₁ ≤ L₂` and any `v`, some unit vector
orthogonal to `v` has energy at most `L₂`. -/
theorem exists_trial {A : E →ₗ[ℂ] E} {L₁ L₂ : ℝ} {u₁ u₂ : E}
    (h : IsEigenpair A L₁ L₂ u₁ u₂) (hL : L₁ ≤ L₂) (v : E) :
    ∃ w, ‖w‖ = 1 ∧ inner ℂ v w = 0 ∧ energy A w ≤ L₂ := by
  by_cases hβ : inner ℂ v u₂ = 0
  · refine ⟨u₂, h.norm₂, hβ, le_of_eq ?_⟩
    simpa using energy_superposition h 0 1
  -- otherwise combine the two eigenvectors so that the overlaps with v cancel
  have hpos : 0 < ‖inner ℂ v u₂‖ ^ 2 + ‖inner ℂ v u₁‖ ^ 2 := by
    have := norm_pos_iff.mpr hβ
    positivity
  obtain ⟨r, hr, hr2⟩ : ∃ r : ℝ, 0 < r ∧
      r ^ 2 = ‖inner ℂ v u₂‖ ^ 2 + ‖inner ℂ v u₁‖ ^ 2 :=
    ⟨_, Real.sqrt_pos.mpr hpos, Real.sq_sqrt hpos.le⟩
  have hac : ‖inner ℂ v u₂ / (r : ℂ)‖ ^ 2 + ‖-inner ℂ v u₁ / (r : ℂ)‖ ^ 2 = 1 := by
    rw [norm_div, norm_div, norm_neg, Complex.norm_real, Real.norm_of_nonneg hr.le,
      div_pow, div_pow, ← add_div, ← hr2]
    exact div_self (pow_ne_zero 2 hr.ne')
  refine ⟨(inner ℂ v u₂ / (r : ℂ)) • u₁ + (-inner ℂ v u₁ / (r : ℂ)) • u₂, ?_, ?_, ?_⟩
  · have h1 := norm_sq_superposition h (inner ℂ v u₂ / (r : ℂ)) (-inner ℂ v u₁ / (r : ℂ))
    rw [hac] at h1
    exact (pow_eq_one_iff_of_nonneg (norm_nonneg _) two_ne_zero).mp h1
  · rw [inner_add_right, inner_smul_right, inner_smul_right]
    ring
  · rw [energy_superposition h, eq_sub_of_add_eq' hac]
    nlinarith [mul_le_mul_of_nonneg_left hL (sq_nonneg ‖inner ℂ v u₂ / (r : ℂ)‖)]

variable [FiniteDimensional ℂ E]

/-- Every Hermitian operator in finite dimension at least two has a pair of lowest
eigenvalues. -/
theorem exists_hasLowestTwo {A : E →ₗ[ℂ] E} (hA : A.IsSymmetric)
    (hdim : 2 ≤ finrank ℂ E) : ∃ L₁ L₂, HasLowestTwo A L₁ L₂ := by
  let ε := hA.eigenvalues rfl
  obtain ⟨i, -, hi⟩ := Finset.exists_min_image Finset.univ ε ⟨⟨0, by omega⟩, by simp⟩
  have hne : (Finset.univ.erase i).Nonempty := by
    rw [← Finset.card_pos, Finset.card_erase_of_mem (Finset.mem_univ i),
      Finset.card_univ, Fintype.card_fin]
    omega
  obtain ⟨j, hj, hmin⟩ := Finset.exists_min_image _ ε hne
  exact ⟨ε i, ε j, hA.eigenvectorBasis rfl, ε, i, j, (Finset.ne_of_mem_erase hj).symm,
    fun k => hA.apply_eigenvectorBasis rfl k, rfl, rfl, hi j (Finset.mem_univ j),
    fun k hk => hmin k (Finset.mem_erase.mpr ⟨hk, Finset.mem_univ k⟩)⟩

/-- Let `L₁ ≤ L₂` be the two lowest eigenvalues of `A`, counted with multiplicity. After deflation
of any unit vector `v`, the minimum energy `m` exists, does not exceed `L₂`, and lies below `L₂` by
at most the energy error `⟨v, A v⟩ - L₁` of `v`. -/
theorem deflated_second_root {A : E →ₗ[ℂ] E} {L₁ L₂ : ℝ} (h : HasLowestTwo A L₁ L₂)
    {v : E} (hv : ‖v‖ = 1) :
    ∃ m, IsLeast (deflatedEnergies A v) m ∧ L₂ - (energy A v - L₁) ≤ m ∧ m ≤ L₂ := by
  obtain ⟨b, ε, i, j, hij, hb, hi, hj, hL, -⟩ := id h
  have hu : IsEigenpair A L₁ L₂ (b i) (b j) :=
    ⟨b.orthonormal.1 i, b.orthonormal.1 j, b.orthonormal.2 hij, hi ▸ hb i, hj ▸ hb j⟩
  obtain ⟨t, ht, hvt, htL⟩ := exists_trial hu hL v
  -- the minimum exists because the admissible unit vectors form a compact set
  have : ProperSpace E := FiniteDimensional.proper ℂ E
  have hclosed : IsClosed {w : E | inner ℂ v w = 0} :=
    isClosed_eq (by fun_prop) continuous_const
  have hA : Continuous fun w => A w := A.continuous_of_finiteDimensional
  have hcont : Continuous (energy A) := by
    unfold energy
    fun_prop
  obtain ⟨w, ⟨hw, hvw⟩, hmin⟩ :=
    ((isCompact_sphere (0 : E) 1).inter_right hclosed).exists_isMinOn
      ⟨t, mem_sphere_zero_iff_norm.mpr ht, hvt⟩ hcont.continuousOn
  have hw1 : ‖w‖ = 1 := mem_sphere_zero_iff_norm.mp hw
  have hle : ∀ x, ‖x‖ = 1 → inner ℂ v x = 0 → energy A w ≤ energy A x :=
    fun x hx hvx => hmin ⟨mem_sphere_zero_iff_norm.mpr hx, hvx⟩
  refine ⟨energy A w, ⟨⟨w, hw1, hvw, rfl⟩, ?_⟩, ?_, (hle t ht hvt).trans htL⟩
  · rintro e ⟨x, hx, hvx, rfl⟩
    exact hle x hx hvx
  · linarith [add_le_energy_add h hv hw1 hvw]

/-- Let `L₁ ≤ L₂` be the two lowest eigenvalues of `A`, counted with multiplicity. If the deflated
unit vector has energy exactly `L₁`, the minimum energy of unit vectors orthogonal to it is exactly
`L₂`. -/
theorem second_root_of_converged {A : E →ₗ[ℂ] E} {L₁ L₂ : ℝ} (h : HasLowestTwo A L₁ L₂)
    {v : E} (hv : ‖v‖ = 1) (hconv : energy A v = L₁) :
    IsLeast (deflatedEnergies A v) L₂ := by
  obtain ⟨m, hm, hlow, hup⟩ := deflated_second_root h hv
  have hmL : m = L₂ := by linarith
  exact hmL ▸ hm

end

end DeflatedSecondRoot
```

```lean
#print axioms DeflatedSecondRoot.exists_hasLowestTwo
-- 'DeflatedSecondRoot.exists_hasLowestTwo' depends on axioms: [propext, Classical.choice, Quot.sound]
#print axioms DeflatedSecondRoot.deflated_second_root
-- 'DeflatedSecondRoot.deflated_second_root' depends on axioms: [propext, Classical.choice, Quot.sound]
#print axioms DeflatedSecondRoot.second_root_of_converged
-- 'DeflatedSecondRoot.second_root_of_converged' depends on axioms: [propext, Classical.choice, Quot.sound]
```

## Bounds on the second root

Let \(A\) be a Hermitian operator on a complex space of finite dimension at least 2, with lowest eigenvalues \(L_1\le L_2\) counted with multiplicity. Write \(E(x)=\langle x,Ax\rangle\) for the energy of a unit vector \(x\). For any unit vector \(v\), the energy has a minimum \(m\) over the unit vectors \(w\) orthogonal to \(v\), and

\[
L_2-\bigl(E(v)-L_1\bigr)\;\le\; m\;\le\; L_2 .
\]

This is `deflated_second_root`. The bracket is the energy error of the first root, so deflation never raises the second root and lowers it by no more than that error. If \(E(v)=L_1\), the two bounds meet and \(m=L_2\), which is `second_root_of_converged`.

The vector \(v\) need not be close to an eigenvector. If \(E(v)>L_2\), however, the lower bound falls below \(L_1\) and is weaker than the variational bound \(m\ge L_1\).

The Lean objects correspond to the physics as follows.

- `energy A w` is the real part of \(\langle w,Aw\rangle\). For Hermitian \(A\) the imaginary part vanishes. The inner product is conjugate-linear in its first argument.
- `HasLowestTwo A L₁ L₂` supplies an orthonormal eigenbasis \(b_k\) with real eigenvalues \(\varepsilon_k\) and two distinct indices \(i\ne j\) such that \(\varepsilon_i=L_1\), \(\varepsilon_j=L_2\), \(L_1\le L_2\), and \(\varepsilon_k\ge L_2\) for every \(k\ne i\). A degenerate lowest level is allowed and gives \(L_1=L_2\).
- `deflatedEnergies A v` is the set of energies of unit vectors orthogonal to \(v\). `IsLeast` says that \(m\) belongs to this set and that no element lies below it, so the minimum is attained.

The main theorem assumes `HasLowestTwo` instead of Hermiticity. `exists_hasLowestTwo` connects the two: every Hermitian operator (`IsSymmetric`) in dimension at least 2 has such a pair. Its proof takes the smallest eigenvalue of an eigenbasis, then the smallest among the remaining indices.

## The frozen vector in a root-by-root calculation

In the Tamm–Dancoff approximation with an adiabatic kernel and a finite orbital basis, excitation energies are eigenvalues of a Hermitian matrix \(A\). Suppose that a Davidson or Lanczos solver has stopped on a normalised first vector \(v\). Suppose also that it treats the roots one at a time and keeps \(v\) frozen, rather than iterating several roots together. To find the next root, such a solver can project every new trial vector,

\[
w\;\mapsto\; w-v\,\langle v,w\rangle ,
\]

orthonormalise the result against the trial vectors already collected, and diagonalise \(A\) within their span. The lowest value \(\theta\) found there is a minimum over part of the orthogonal complement of \(v\), so \(\theta\ge m\). If the span grows to fill the complement, \(\theta\) comes down to \(m\), which need not equal \(L_2\).

For example, if \(E(v)\) is 0.01 eV above the exact eigenvalue \(L_1\) of the matrix, \(m\) lies between \(L_2-0.01\) eV and \(L_2\). If \(m<L_2\), further iterations on the second root with \(v\) held fixed do not remove the shift.

The bound concerns the energy \(m\) for one deflated vector. It says nothing about the quality of the minimising vector or about third and higher roots, and it does not apply directly to the non-Hermitian form of the full linear-response equations.

## Two orthonormal vectors share the lowest level

The lower bound follows from an inequality for the sum of two energies. Expanding \(w=\sum_k\langle b_k,w\rangle b_k\) and applying \(A\) gives

\[
E(w)=\sum_k \varepsilon_k\,|\langle b_k,w\rangle|^2 ,
\]

which is `energy_eq_sum`. In the Lean proof, `key` computes the components \(\langle b_k,Aw\rangle=\varepsilon_k\langle b_k,w\rangle\), and the rest turns the products of overlaps into squared moduli.

Now let \(v\) and \(w\) be orthonormal, and define the combined weights

\[
q_k=|\langle b_k,v\rangle|^2+|\langle b_k,w\rangle|^2 .
\]

Each vector has total weight 1, so \(\sum_k q_k=2\). Bessel's inequality, applied to the unit vector \(b_i\) and the orthonormal pair \(v,w\), gives \(q_i\le 1\). Hence

\[
E(v)+E(w)-2L_2=\sum_k(\varepsilon_k-L_2)\,q_k\;\ge\;(L_1-L_2)\,q_i\;\ge\;L_1-L_2 .
\]

The first inequality discards the terms with \(k\ne i\), which are non-negative. The second uses \(L_1-L_2\le 0\) and \(q_i\le1\). Therefore

\[
E(v)+E(w)\ge L_1+L_2 ,
\]

and so \(E(w)\ge L_2-(E(v)-L_1)\) for every admissible \(w\).

This is `add_le_energy_add`. Its step `total` obtains the sum of weights by applying the energy formula to the identity operator, whose eigenvalues are all 1. The step `bessel` proves \(q_i\le1\), and `gap` makes the comparison term by term: `nlinarith` handles \(k=i\), and a product of non-negative factors handles the other indices. The final `linarith` rearranges the result.

## A trial vector from the two lowest eigenvectors

For the upper bound, one admissible vector with energy at most \(L_2\) is enough. Put \(u_1=b_i\), \(u_2=b_j\), \(\alpha=\langle v,u_1\rangle\) and \(\beta=\langle v,u_2\rangle\). If \(\beta=0\), then \(u_2\) itself is orthogonal to \(v\) and has energy \(L_2\). Otherwise set \(r=\sqrt{|\alpha|^2+|\beta|^2}>0\) and

\[
t=\frac{\beta u_1-\alpha u_2}{r}.
\]

The overlap with \(v\) cancels, since \(\langle v,t\rangle=(\beta\alpha-\alpha\beta)/r=0\). The norm is 1 because \(u_1\) and \(u_2\) are orthonormal, and

\[
E(t)=\frac{|\beta|^2L_1+|\alpha|^2L_2}{r^2}\le L_2 .
\]

`exists_trial` follows these two cases. The structure `IsEigenpair` holds the orthonormality and the eigenvalue equations for \(u_1,u_2\). `energy_superposition` evaluates the energy of a combination \(a u_1+c u_2\), and `norm_sq_superposition` gets its squared norm by using the identity operator once more.

## The minimum is attained

The unit vectors orthogonal to \(v\) form the intersection of the unit sphere with a closed set. In finite dimension this intersection is compact, and the trial vector shows that it is not empty. The energy is continuous, so it reaches its minimum at some admissible \(w\), and \(m=E(w)\).

In `deflated_second_root`, `exists_isMinOn` provides this \(w\). Comparison with the trial vector gives \(m\le E(t)\le L_2\), and `add_le_energy_add` applied to \(v\) and \(w\) gives the lower bound. In `second_root_of_converged`, inserting \(E(v)=L_1\) leaves \(L_2\le m\le L_2\).

A two-level system, worked out here by hand and not in the Lean file, shows that the full error can be passed on. Take \(v=\cos\varphi\,u_1+\sin\varphi\,u_2\). Up to a phase, the only unit vector orthogonal to it is \(-\sin\varphi\,u_1+\cos\varphi\,u_2\), so

\[
E(v)=L_1+(L_2-L_1)\sin^2\varphi,\qquad m=L_2-(L_2-L_1)\sin^2\varphi .
\]

The first root is too high by exactly the amount by which the second is too low.
